# A Product of Two Exponentials of Traceless 2×2 Matrices with No Traceless Logarithm

## Matrices, exponential and indices

All matrices are complex $2\times2$ matrices, and $\exp$ is the matrix exponential defined by its power series, written `NormedSpace.exp` in Lean. A logarithm of a matrix $M$ is any matrix $Z$ with $\exp Z=M$; no branch is selected. The trace is `Matrix.trace`, and convergence of matrices means convergence of each entry. Entries are numbered from zero, as in Lean, so $Z_{01}$ is the upper right entry. The matrix unit called $E_{12}$ in the comments counts from one and has its single 1 at that position.

```lean
import Mathlib

open Filter Topology

namespace BCHNoTracelessLogarithm

noncomputable section
```

The type `M2` stands for operators on a two-level system in a fixed basis.

```lean
/-- Complex two-by-two matrices. -/
abbrev M2 := Matrix (Fin 2) (Fin 2) ℂ
```

The first generator is
$$A=\begin{pmatrix} i\pi&0\\0&-i\pi\end{pmatrix}=i\pi\sigma_z ,$$
where $\sigma_z=\mathrm{diag}(1,-1)$. It is anti-Hermitian, and its exponential is the rotation of a spin-½ by $2\pi$, which equals $-1$.

```lean
/-- The diagonal generator `diag(iπ, -iπ)`. -/
def A : M2 := !![Real.pi * Complex.I, 0; 0, -(Real.pi * Complex.I)]
```

The second generator is
$$B=\begin{pmatrix}0&-1\\0&0\end{pmatrix}.$$
It is nilpotent, $B^2=0$, and not anti-Hermitian. If $B=-iHt$ is read as a time step, with $H$ the Hamiltonian and $t$ the duration, then $H$ is non-Hermitian and cannot be diagonalised: the two levels sit at an exceptional point.

```lean
/-- The nilpotent generator `-E₁₂`. -/
def B : M2 := !![0, -1; 0, 0]
```

Both generators are traceless. The result is that no traceless $Z$ satisfies $\exp(A)\exp(B)=\exp(Z)$, and that the Baker-Campbell-Hausdorff (BCH) series of $A$ and $B$ therefore cannot converge to a logarithm of the product. For a non-Hermitian two-level model, this one pair of steps shows that a generator reproducing two successive steps exactly, overall sign included, need not be obtainable by summing the BCH series. The sign matters here: the product equals $-\exp(B)$, so up to a global phase the traceless matrix $B$ does generate the two steps.

## The BCH series in Dynkin's form

The series is built from right-nested commutators. For matrices $x_1,\dots,x_n$ the nested commutator is
$$[x_1,[x_2,[\dots,x_n]]],$$
a single matrix counts as itself, and the empty list is assigned zero.

```lean
/-- The right-nested commutator `[x₁, [x₂, [..., xₙ]]]` of a word of matrices. -/
def nestedComm : List M2 → M2
  | [] => 0
  | [x] => x
  | x :: y :: l => x * nestedComm (y :: l) - nestedComm (y :: l) * x
```

The matrices are the letters of a word in $X$ and $Y$. With $k$ pairs of exponents $(r_i,s_i)$, the word is $X^{r_0}Y^{s_0}\cdots X^{r_{k-1}}Y^{s_{k-1}}$. It is kept as a list of letters and not multiplied out, because the commutator needs the letters one by one.

```lean
/-- The word `X^r₀ Y^s₀ X^r₁ Y^s₁ ...` with exponents `p i = (rᵢ, sᵢ)`, as a list of letters. -/
def word {k n : ℕ} (X Y : M2) (p : Fin k → Fin (n + 1) × Fin (n + 1)) : List M2 :=
  (List.ofFn fun i =>
    List.replicate (p i).1.val X ++ List.replicate (p i).2.val Y).flatten
```

The term of degree $n\ge1$ is
$$\sum_{k=1}^{n}\ \sum_{\substack{r_i+s_i>0\\ \sum_i(r_i+s_i)=n}}\frac{(-1)^{k+1}}{k\,n\,\prod_i r_i!\,s_i!}\,[X^{r_0}Y^{s_0}\cdots X^{r_{k-1}}Y^{s_{k-1}}],$$
where the bracket denotes the nested commutator of the word. In `bchTerm` the exponents range over $0,\dots,n$, and the `if` keeps the pairs that meet the two conditions. For $n=0$ the sum over $k$ is empty and the term is zero. The formula is taken as the definition of the series; it is not derived from $\log(e^Xe^Y)$.

```lean
/-- The term of degree `n` of the Baker-Campbell-Hausdorff series of `X` and `Y`,
in Dynkin's explicit form. -/
def bchTerm (n : ℕ) (X Y : M2) : M2 :=
  ∑ k ∈ Finset.Icc 1 n, ∑ p : Fin k → Fin (n + 1) × Fin (n + 1),
    if (∀ i, 0 < (p i).1.val + (p i).2.val) ∧ ∑ i, ((p i).1.val + (p i).2.val) = n then
      ((-1 : ℂ) ^ (k + 1) / ((k : ℂ) * (n : ℂ) *
        ∏ i, (((p i).1.val.factorial : ℂ) * ((p i).2.val.factorial : ℂ)))) •
        nestedComm (word X Y p)
    else 0
```

For $n=1$ only $k=1$ occurs, with exponents $(1,0)$ or $(0,1)$. Both coefficients are 1, so the term is $X+Y$. The proof rewrites the sum over one-element families of pairs as a sum over a single pair and evaluates the four cases.

```lean
/-- The first-degree term of the Baker-Campbell-Hausdorff series is `X + Y`. -/
theorem bchTerm_one (X Y : M2) : bchTerm 1 X Y = X + Y := by
  simp only [bchTerm, Finset.Icc_self, Finset.sum_singleton]
  -- a single pair of exponents remains
  rw [← (Equiv.funUnique (Fin 1) (Fin (1 + 1) × Fin (1 + 1))).symm.sum_comp,
    Fintype.sum_prod_type]
  simp [Fin.sum_univ_two, nestedComm, word, add_comm]
```

## Every term is traceless

The trace is cyclic, so for any matrices $x$ and $W$
$$\operatorname{tr}(xW-Wx)=0 .$$
A nested commutator with at least two letters has this form and is traceless whatever its letters are. Only a word of one letter needs the assumption that the letters are traceless. The three cases of the Lean proof are the empty list, one letter, and two or more letters.

```lean
/-- A nested commutator of traceless matrices is traceless. -/
theorem trace_nestedComm : ∀ l : List M2, (∀ x ∈ l, x.trace = 0) → (nestedComm l).trace = 0
  | [], _ => by simp [nestedComm]
  | [x], h => by simpa [nestedComm] using h x (by simp)
  | x :: y :: l, _ => by
      rw [nestedComm, Matrix.trace_sub, Matrix.trace_mul_comm, sub_self]
```

A BCH term is a finite linear combination of such commutators, so its trace vanishes when $\operatorname{tr}X=\operatorname{tr}Y=0$. The values of the coefficients play no part. The proof takes the trace inside both sums, and then checks that every letter of a word is $X$ or $Y$.

```lean
/-- Every term of the Baker-Campbell-Hausdorff series of two traceless matrices is traceless. -/
theorem trace_bchTerm (n : ℕ) (X Y : M2) (hX : X.trace = 0) (hY : Y.trace = 0) :
    (bchTerm n X Y).trace = 0 := by
  simp only [bchTerm, Matrix.trace_sum]
  refine Finset.sum_eq_zero fun k _ => Finset.sum_eq_zero fun p _ => ?_
  split_ifs
  · rw [Matrix.trace_smul, trace_nestedComm, smul_zero]
    -- every letter of the word is `X` or `Y`
    intro x hx
    obtain ⟨l, hl, hxl⟩ := List.mem_flatten.1 hx
    simp only [List.mem_ofFn] at hl
    obtain ⟨i, rfl⟩ := hl
    rcases List.mem_append.1 hxl with h | h
    · rw [List.eq_of_mem_replicate h]; exact hX
    · rw [List.eq_of_mem_replicate h]; exact hY
  · exact Matrix.trace_zero _ _
```

In a program that generates BCH terms, the trace of each term is a cheap test: for traceless input it should vanish to rounding error at every order. The test cannot detect a wrong coefficient in front of a nested commutator.

## Two exponentials in closed form

If $Z^2=0$, every power from the second onwards vanishes and the exponential series stops:
$$\exp Z=\sum_{n\ge0}\frac{Z^n}{n!}=1+Z .$$
The Lean proof reduces the infinite sum to its first two terms, writing each later exponent as $2+m$ so that a factor $Z^2$ appears.

```lean
/-- The exponential of a matrix with vanishing square is `1 + Z`. -/
theorem exp_of_sq_zero (Z : M2) (h : Z * Z = 0) : NormedSpace.exp Z = 1 + Z := by
  rw [NormedSpace.exp_eq_tsum ℂ]
  beta_reduce
  rw [tsum_eq_sum (s := Finset.range 2)]
  · simp [Finset.sum_range_succ]
  · intro n hn
    have h2 : 2 ≤ n := by
      rw [Finset.mem_range] at hn
      omega
    obtain ⟨m, rfl⟩ := Nat.exists_eq_add_of_le h2
    rw [pow_add, pow_two, h, zero_mul, smul_zero]
```

For a diagonal matrix, powers act on each diagonal entry separately, and so does the exponential:
$$\exp\begin{pmatrix}a&0\\0&b\end{pmatrix}=\begin{pmatrix}e^a&0\\0&e^b\end{pmatrix}.$$
Mathlib has this for `Matrix.diagonal`; the lemma carries it over to matrices written out by entries.

```lean
/-- The exponential of a diagonal matrix is taken entry by entry on the diagonal. -/
theorem exp_diag (a b : ℂ) :
    NormedSpace.exp (!![a, 0; 0, b] : M2) = !![Complex.exp a, 0; 0, Complex.exp b] := by
  have hd : ∀ w : Fin 2 → ℂ, Matrix.diagonal w = !![w 0, 0; 0, w 1] := by
    intro w
    ext i j
    fin_cases i <;> fin_cases j <;> simp
  have h : ∀ i, (NormedSpace.exp (![a, b] : Fin 2 → ℂ)) i
      = NormedSpace.exp ((![a, b] : Fin 2 → ℂ) i) := by
    intro i
    exact Pi.coe_exp _ _
  calc NormedSpace.exp (!![a, 0; 0, b] : M2)
      = NormedSpace.exp (Matrix.diagonal ![a, b]) := by simp [hd]
    _ = Matrix.diagonal (NormedSpace.exp ![a, b]) := Matrix.exp_diagonal _
    _ = !![Complex.exp a, 0; 0, Complex.exp b] := by
        simp [hd, h, Complex.exp_eq_exp_ℂ]
```

## Which Jordan blocks have a traceless logarithm

Let $c$ and $d$ be complex numbers with $d\neq0$, and suppose that a traceless $Z$ satisfies
$$\exp Z=M=\begin{pmatrix}c&d\\0&c\end{pmatrix}.$$
Since $Z$ commutes with its own exponential, $ZM=MZ$. The $(0,0)$ and $(0,1)$ entries of this equation are
$$Z_{00}c=cZ_{00}+dZ_{10},\qquad Z_{00}d+Z_{01}c=cZ_{01}+dZ_{11}.$$
The first gives $dZ_{10}=0$ and the second $d(Z_{00}-Z_{11})=0$. As $d\ne0$, it follows that $Z_{10}=0$ and $Z_{00}=Z_{11}$. Zero trace then makes both diagonal entries vanish, so
$$Z=\begin{pmatrix}0&Z_{01}\\0&0\end{pmatrix},\qquad Z^2=0,\qquad \exp Z=1+Z .$$
The diagonal of $\exp Z$ is therefore 1, which forces $c=1$. Conversely, for $c=1$ the traceless matrix with $d$ in the upper right corner and zeros elsewhere has the required exponential.

In the proof, `h00` and `h01` are the two entry equations, `z10` and `he` are their consequences after division by $d$, and `hsq` is $Z^2=0$.

```lean
/-- An upper triangular matrix with equal diagonal entries `c` and a nonzero off-diagonal entry
is the exponential of a traceless matrix exactly when `c = 1`. -/
theorem jordan_block_traceless_log_iff (c d : ℂ) (hd : d ≠ 0) :
    (∃ Z : M2, Z.trace = 0 ∧ NormedSpace.exp Z = !![c, d; 0, c]) ↔ c = 1 := by
  constructor
  · rintro ⟨Z, ht, hZ⟩
    -- `Z` commutes with its exponential, which fixes its shape
    have hc : Z * !![c, d; 0, c] = !![c, d; 0, c] * Z := by
      rw [← hZ]
      exact ((Commute.refl Z).exp_right).eq
    have h00 : Z 0 0 * c = c * Z 0 0 + d * Z 1 0 := by
      simpa [Matrix.mul_apply, Fin.sum_univ_two] using congrFun (congrFun hc 0) 0
    have h01 : Z 0 0 * d + Z 0 1 * c = c * Z 0 1 + d * Z 1 1 := by
      simpa [Matrix.mul_apply, Fin.sum_univ_two] using congrFun (congrFun hc 0) 1
    have z10 : Z 1 0 = 0 := mul_left_cancel₀ hd (by linear_combination -h00)
    have he : Z 0 0 = Z 1 1 := mul_left_cancel₀ hd (by linear_combination h01)
    rw [Matrix.trace_fin_two] at ht
    have z00 : Z 0 0 = 0 := by linear_combination (ht + he) / 2
    have z11 : Z 1 1 = 0 := by rw [← he, z00]
    -- zero trace leaves only a nilpotent matrix
    have hsq : Z * Z = 0 := by
      ext i j
      fin_cases i <;> fin_cases j <;>
        simp [Matrix.mul_apply, Fin.sum_univ_two, z00, z10, z11]
    rw [exp_of_sq_zero Z hsq] at hZ
    have h : 1 + Z 0 0 = c := by simpa using congrFun (congrFun hZ 0) 0
    linear_combination z00 - h
  · rintro rfl
    refine ⟨!![0, d; 0, 0], by simp [Matrix.trace_fin_two], ?_⟩
    rw [exp_of_sq_zero _ (by ext i j; fin_cases i <;> fin_cases j <;> simp)]
    ext i j
    fin_cases i <;> fin_cases j <;> simp
```

The determinant gives a weaker condition. From $\det\exp Z=e^{\operatorname{tr}Z}$, a traceless logarithm requires $c^2=1$, which also admits $c=-1$. The off-diagonal entry rules that value out: for $d=0$ and $c=-1$ the matrix is $-1=\exp A$, which does have a traceless logarithm.

## The product of the two exponentials

Since $e^{\pm i\pi}=-1$, the diagonal formula gives $\exp A=-1$. Since $B^2=0$, $\exp B=1+B$. Hence
$$\exp(A)\exp(B)=-(1+B)=\begin{pmatrix}-1&1\\0&-1\end{pmatrix}.$$

```lean
/-- The product `exp(A) exp(B)` is upper triangular with diagonal entries `-1` and
off-diagonal entry `1`. -/
theorem exp_A_mul_exp_B : NormedSpace.exp A * NormedSpace.exp B = !![-1, 1; 0, -1] := by
  have hB : B * B = 0 := by
    ext i j
    fin_cases i <;> fin_cases j <;> simp [B]
  rw [exp_of_sq_zero B hB, A, exp_diag, Complex.exp_neg, Complex.exp_pi_mul_I]
  ext i j
  fin_cases i <;> fin_cases j <;> norm_num [B, Matrix.mul_apply, Fin.sum_univ_two]
```

This is the Jordan block with $c=-1$ and $d=1$. A traceless logarithm would require $-1=1$, so there is none. In `no_traceless_log` the matrix $Z$ is arbitrary apart from its zero trace; it need not be Hermitian, anti-Hermitian or small.

```lean
/-- No traceless complex matrix `Z` satisfies `exp(A) exp(B) = exp(Z)`. -/
theorem no_traceless_log (Z : M2) (hZ : Z.trace = 0) :
    NormedSpace.exp A * NormedSpace.exp B ≠ NormedSpace.exp Z := by
  intro h
  rw [exp_A_mul_exp_B] at h
  have h1 := (jordan_block_traceless_log_iff (-1) 1 one_ne_zero).1 ⟨Z, hZ, h.symm⟩
  norm_num at h1
```

## The limit that the series cannot have

Let $S_N$ be the sum of the BCH terms of $A$ and $B$ of degree below $N$. Every term is traceless, so $\operatorname{tr}S_N=0$ for all $N$. If $S_N\to Z$, continuity of the trace gives
$$\operatorname{tr}Z=\lim_{N\to\infty}\operatorname{tr}S_N=0 ,$$
and by the previous result $\exp Z\neq\exp(A)\exp(B)$.

The theorem `bch_not_tendsto_log` says that no $Z$ is both the limit of the partial sums and a logarithm of the product. Its proof follows the argument above: `hcont` is the continuity of the trace, `h2` the vanishing trace of the partial sums, and uniqueness of limits gives $\operatorname{tr}Z=0$. The statement leaves open whether the partial sums diverge or converge to some other matrix.

```lean
/-- The Baker-Campbell-Hausdorff series of `A` and `B` does not converge to a logarithm of
`exp(A) exp(B)`. -/
theorem bch_not_tendsto_log :
    ¬ ∃ Z : M2, Tendsto (fun N => ∑ n ∈ Finset.range N, bchTerm n A B) atTop (𝓝 Z) ∧
      NormedSpace.exp Z = NormedSpace.exp A * NormedSpace.exp B := by
  rintro ⟨Z, hlim, hZ⟩
  have hA : A.trace = 0 := by simp [A, Matrix.trace_fin_two]
  have hB : B.trace = 0 := by simp [B, Matrix.trace_fin_two]
  -- the trace is continuous and vanishes on all partial sums
  have hcont : Continuous (fun M : M2 => M.trace) := Continuous.matrix_trace continuous_id
  have h1 : Tendsto (fun N => (∑ n ∈ Finset.range N, bchTerm n A B).trace) atTop
      (𝓝 Z.trace) := (hcont.tendsto Z).comp hlim
  have h2 : ∀ N, (∑ n ∈ Finset.range N, bchTerm n A B).trace = 0 := by
    intro N
    rw [Matrix.trace_sum]
    exact Finset.sum_eq_zero fun n _ => trace_bchTerm n A B hA hB
  simp only [h2] at h1
  exact no_traceless_log Z (tendsto_nhds_unique h1 tendsto_const_nhds) hZ.symm
```

A direct summation, which is not part of the Lean file, settles that question and shows what a program would print. Here $[A,B]=2\pi i\,B$, so any commutator containing $B$ twice vanishes, and the series reduces to
$$A+B+\tfrac12[A,B]+\tfrac1{12}[A,[A,B]]+\cdots .$$
The third-degree term is $-\tfrac{\pi^2}{3}B\approx-3.29\,B$ and the fifth-degree term is about $-2.16\,B$. The later terms of odd degree approach $-2B$, while those of even degree from four onwards are zero. The terms do not tend to zero, and the upper right entry of the partial sum grows by about 2 with every second order.

## A logarithm with trace $2\pi i$

The product does have logarithms, and one of them is
$$L=\begin{pmatrix}i\pi&-1\\0&i\pi\end{pmatrix}=i\pi\,1+B .$$
The scalar part commutes with $B$, so the exponential factorises:
$$\exp L=e^{i\pi}\exp B=-(1+B)=\exp(A)\exp(B).$$
Its trace is $2\pi i$. The zero-trace condition is thus what excludes a logarithm here, and not a failure of the product to have one. The Lean proof uses the same splitting: `hs` is the decomposition and `hc` the commutation.

In a numerical calculation, a matrix logarithm that assigns the phase $+\pi$ to the eigenvalue $-1$ returns $L$ in exact arithmetic. Code that then removes the trace, in order to return to traceless generators, subtracts $i\pi$ from the diagonal and is left with $B$. The exponential of $B$ is $1+B$, which differs from the product by an overall sign. Exponentiating the result and comparing it with the product entry by entry exposes the change of sign; a comparison up to a global phase does not.

```lean
/-- The matrix with diagonal entries `iπ` and upper off-diagonal entry `-1` has trace `2πi`
and is a logarithm of `exp(A) exp(B)`. -/
theorem log_with_trace :
    (!![Real.pi * Complex.I, -1; 0, Real.pi * Complex.I] : M2).trace
        = 2 * Real.pi * Complex.I ∧
      NormedSpace.exp (!![Real.pi * Complex.I, -1; 0, Real.pi * Complex.I] : M2)
        = NormedSpace.exp A * NormedSpace.exp B := by
  constructor
  · rw [Matrix.trace_fin_two]
    simp
    ring
  · -- split into a scalar part and the nilpotent part `B`
    have hs : (!![Real.pi * Complex.I, -1; 0, Real.pi * Complex.I] : M2)
        = !![Real.pi * Complex.I, 0; 0, Real.pi * Complex.I] + B := by
      ext i j
      fin_cases i <;> fin_cases j <;> simp [B]
    have hc : Commute (!![Real.pi * Complex.I, 0; 0, Real.pi * Complex.I] : M2) B := by
      change _ * _ = _ * _
      ext i j
      fin_cases i <;> fin_cases j <;> simp [B, Matrix.mul_apply, Fin.sum_univ_two]
    rw [hs, Matrix.exp_add_of_commute _ _ hc, exp_diag, A, exp_diag, Complex.exp_neg,
      Complex.exp_pi_mul_I]
    norm_num

end

end BCHNoTracelessLogarithm
```

```lean
#print axioms BCHNoTracelessLogarithm.bchTerm_one
#print axioms BCHNoTracelessLogarithm.bch_not_tendsto_log
#print axioms BCHNoTracelessLogarithm.log_with_trace
```

```
'BCHNoTracelessLogarithm.bchTerm_one' depends on axioms: [propext, Classical.choice, Quot.sound]
'BCHNoTracelessLogarithm.bch_not_tendsto_log' depends on axioms: [propext, Classical.choice, Quot.sound]
'BCHNoTracelessLogarithm.log_with_trace' depends on axioms: [propext, Classical.choice, Quot.sound]
```
